# A canonical-path bound on variance by Dirichlet energy for finite reversible Markov chains

One way to bound the equilibrium variance of an observable in a reversible Monte Carlo chain by its one-step changes is to choose routes between configurations. Here a route is a length together with a sequence of states, of which only the entries from 0 up to the length matter. One such route is chosen for every ordered pair of distinct states, so the route back need not be the reverse of the route out. "Canonical" means chosen once and for all; it has nothing to do with the canonical ensemble.

## Routes and the edges they use

The states form a type `V`, and \(P(x,y)\) is the probability of moving from \(x\) to \(y\) in one step. In `PathSystem`, `len x y` is the length \(\ell(x,y)\) and `node x y i` is the state after \(i\) steps. The four conditions fix the endpoints, forbid repeated states, and require every step to have positive probability. Nothing is required of the entries with \(x=y\).

```lean
import Mathlib

open Finset
open scoped Classical

namespace CanonicalPaths

noncomputable section

variable {V : Type*}

/-- A choice, for each ordered pair of distinct states, of a simple path from the first to the
second whose steps all have positive transition probability. -/
structure PathSystem (P : V → V → ℝ) where
  len : V → V → ℕ
  node : V → V → ℕ → V
  start : ∀ x y, x ≠ y → node x y 0 = x
  finish : ∀ x y, x ≠ y → node x y (len x y) = y
  simple : ∀ x y, x ≠ y → Set.InjOn (node x y) (Set.Iic (len x y))
  allowed : ∀ x y, x ≠ y → ∀ i < len x y, 0 < P (node x y i) (node x y (i + 1))
```

A directed edge \((u,v)\) is used when \(u\) and \(v\) are consecutive states on the route.

```lean
/-- The path chosen from `x` to `y` traverses the directed edge `(u, v)`. -/
def PathSystem.Uses {P : V → V → ℝ} (G : PathSystem P) (u v x y : V) : Prop :=
  ∃ i < G.len x y, G.node x y i = u ∧ G.node x y (i + 1) = v
```

For independent sampling, where the next state is drawn from \(p\) whatever the present one, every route can be a single step. This system serves in part (e).

```lean
/-- The one-step paths for independent sampling from a positive weight `p`. -/
def direct (p : V → ℝ) (hp : ∀ x, 0 < p x) : PathSystem (fun _ y : V => p y) where
  len := fun _ _ => 1
  node := fun x y i => match i with
    | 0 => x
    | _ + 1 => y
  start := fun _ _ _ => rfl
  finish := fun _ _ _ => rfl
  simple := by
    intro x y hxy i hi j hj h
    rcases i with _ | i <;> rcases j with _ | j
    · rfl
    · exact (hxy h).elim
    · exact (hxy h.symm).elim
    · simp only [Set.mem_Iic] at hi hj
      omega
  allowed := fun _ _ _ _ _ => hp _
```

## Equilibrium, fluctuations and load

From here on the state space is finite. `IsReversible` says that \(P\) has non-negative entries and rows summing to one, that \(p\) is a strictly positive probability, and that detailed balance \(p(x)P(x,y)=p(y)P(y,x)\) holds. The equilibrium distribution \(p\) is often written \(\pi\).

```lean
variable [Fintype V]

/-- `P` is a row-stochastic matrix in detailed balance with the positive probability `p`. -/
structure IsReversible (P : V → V → ℝ) (p : V → ℝ) : Prop where
  nonneg : ∀ x y, 0 ≤ P x y
  row : ∀ x, ∑ y, P x y = 1
  pos : ∀ x, 0 < p x
  total : ∑ x, p x = 1
  balance : ∀ x y, p x * P x y = p y * P y x
```

For a real observable \(f\), write \(m=\sum_x p(x)f(x)\) for its mean and \(\mathrm{Var}_p(f)=\sum_x p(x)(f(x)-m)^2\) for its variance.

```lean
/-- The mean of the observable `f` under `p`. -/
def mean (p f : V → ℝ) : ℝ := ∑ x, p x * f x

/-- The variance of the observable `f` under `p`. -/
def variance (p f : V → ℝ) : ℝ := ∑ x, p x * (f x - mean p f) ^ 2
```

The Dirichlet energy, which is not a physical energy, is
\[
\mathcal E(f)=\langle f,(I-P)f\rangle_p=\sum_x p(x)f(x)\Bigl(f(x)-\sum_y P(x,y)f(y)\Bigr).
\]

```lean
/-- The Dirichlet energy `⟨f, (I - P) f⟩` in the inner product weighted by `p`. -/
def energy (P : V → V → ℝ) (p f : V → ℝ) : ℝ :=
  ∑ x, p x * f x * (f x - ∑ y, P x y * f y)
```

The load \(W(u,v)\) is the sum of \(p(x)p(y)\,\ell(x,y)\) over ordered pairs \(x\ne y\) whose route uses \((u,v)\). It measures the traffic that the chosen routes send through that edge.

```lean
/-- The load of the edge `(u, v)`: the sum of `p x * p y * length` over the chosen paths
that use it. -/
def PathSystem.load {P : V → V → ℝ} (G : PathSystem P) (p : V → ℝ) (u v : V) : ℝ :=
  ∑ x, ∑ y, if x ≠ y ∧ G.Uses u v x y then p x * p y * (G.len x y : ℝ) else 0
```

## (a) Variance from two independent samples

**Task.** Let \(p\) have total one. Show that
\[
\mathrm{Var}_p(f)=\tfrac12\sum_{x,y}p(x)p(y)\,(f(x)-f(y))^2 .
\]

**Solution.** Put \(s=\sum_x p(x)f(x)^2\). Expanding the square in the variance gives \(s-2m\cdot m+m^2=s-m^2\). Expanding the right-hand side gives \(\tfrac12(s-2m^2+s)\), which is the same.

In Lean, `expand` and `inner` are these two expansions. The simplifier pulls constants out of the sums, and `ring` compares the results. Positivity of \(p\) isn't needed.

```lean
/-- For a weight `p` of total one, the variance is half the mean squared difference of `f`
between two independent samples. -/
theorem variance_eq_pairs {p : V → ℝ} (hp : ∑ x, p x = 1) (f : V → ℝ) :
    variance p f = 1 / 2 * ∑ x, ∑ y, p x * p y * (f x - f y) ^ 2 := by
  have hm : ∑ x, p x * f x = mean p f := rfl
  have expand : ∀ m x, p x * (f x - m) ^ 2
      = p x * f x ^ 2 - 2 * m * (p x * f x) + m ^ 2 * p x := by
    intro m x; ring
  have inner : ∀ x, ∑ y, p x * p y * (f x - f y) ^ 2
      = p x * f x ^ 2 - 2 * mean p f * (p x * f x) + (∑ y, p y * f y ^ 2) * p x := by
    intro x
    have h : ∀ y, p x * p y * (f x - f y) ^ 2 = p x * f x ^ 2 * p y
        - 2 * (p x * f x) * (p y * f y) + p x * (p y * f y ^ 2) := by
      intro y; ring
    simp only [h, sum_add_distrib, sum_sub_distrib, ← mul_sum, hm, hp]
    ring
  simp only [variance, inner, expand, sum_add_distrib, sum_sub_distrib, ← mul_sum, hm, hp]
  ring
```

## (b) Energy from one step of the chain

**Task.** For a reversible chain, show that
\[
\mathcal E(f)=\tfrac12\sum_{x,y}p(x)P(x,y)\,(f(x)-f(y))^2 .
\]

**Solution.** The square gives three sums. Since rows sum to one, the \(f(x)^2\) term is \(s\). The cross term is \(-2\sum_x p(x)f(x)\sum_yP(x,y)f(y)\). For the \(f(y)^2\) term, detailed balance gives
\[
\sum_x p(x)P(x,y)=p(y)\sum_xP(y,x)=p(y),
\]
so this term is also \(s\). Half the total is \(s-\sum_x p(x)f(x)\sum_yP(x,y)f(y)=\mathcal E(f)\).

The step `last` is the displayed calculation, which derives stationarity from detailed balance.

```lean
/-- For a reversible chain, the Dirichlet energy is half the equilibrium mean squared change of `f`
in one step. -/
theorem energy_eq_pairs {P : V → V → ℝ} {p : V → ℝ} (h : IsReversible P p) (f : V → ℝ) :
    energy P p f = 1 / 2 * ∑ x, ∑ y, p x * P x y * (f x - f y) ^ 2 := by
  have inner : ∀ x, ∑ y, p x * P x y * (f x - f y) ^ 2
      = 2 * (p x * f x * (f x - ∑ y, P x y * f y)) - p x * f x ^ 2
        + ∑ y, p x * P x y * f y ^ 2 := by
    intro x
    have t : ∀ y, p x * P x y * (f x - f y) ^ 2 = p x * f x ^ 2 * P x y
        - 2 * (p x * f x) * (P x y * f y) + p x * P x y * f y ^ 2 := by
      intro y; ring
    simp only [t, sum_add_distrib, sum_sub_distrib, ← mul_sum, h.row]
    ring
  -- detailed balance evaluates the square at the end of the step
  have last : ∑ x, ∑ y, p x * P x y * f y ^ 2 = ∑ y, p y * f y ^ 2 := by
    rw [sum_comm]
    refine sum_congr rfl fun y _ => ?_
    rw [← sum_mul, sum_congr rfl fun x _ => h.balance x y, ← mul_sum, h.row, mul_one]
  simp only [inner]
  rw [sum_add_distrib, sum_sub_distrib, ← mul_sum, last]
  unfold energy
  ring
```

## (c) Following one route

**Task.** For \(x\ne y\), show that
\[
(f(x)-f(y))^2\le \ell(x,y)\sum_{(u,v)\text{ used from }x\text{ to }y}(f(u)-f(v))^2 .
\]

**Solution.** Let the route be \(x=z_0,z_1,\dots,z_\ell=y\), with \(\ell=\ell(x,y)\). Telescoping and the Cauchy–Schwarz inequality give
\[
(f(x)-f(y))^2=\Bigl(\sum_{i=0}^{\ell-1}\bigl(f(z_i)-f(z_{i+1})\bigr)\Bigr)^2\le \ell\sum_{i=0}^{\ell-1}(f(z_i)-f(z_{i+1}))^2 .
\]
No state repeats, so the edges \((z_i,z_{i+1})\) are distinct, and the sum over steps is the sum over used edges.

Lean writes the latter as a sum over all \(u,v\) with an `if`. The steps `inj` and `im` identify steps with used edges, `tele` telescopes, and `sq_sum_le_card_mul_sum_sq` supplies Cauchy–Schwarz.

```lean
/-- For distinct `x` and `y`, the squared difference of `f` is at most the path length times
the sum of its squared differences over the edges of the chosen path. -/
theorem sq_sub_le_path {P : V → V → ℝ} (G : PathSystem P) (f : V → ℝ) {x y : V}
    (hxy : x ≠ y) : (f x - f y) ^ 2 ≤
      (G.len x y : ℝ) * ∑ u, ∑ v, if G.Uses u v x y then (f u - f v) ^ 2 else 0 := by
  -- a simple path uses each of its edges once
  have inj : Set.InjOn (fun i => (G.node x y i, G.node x y (i + 1)))
      (↑(range (G.len x y)) : Set ℕ) := by
    intro i hi j hj hij
    simp only [coe_range, Set.mem_Iio] at hi hj
    exact G.simple x y hxy (Set.mem_Iic.2 hi.le) (Set.mem_Iic.2 hj.le)
      (congrArg Prod.fst hij)
  have im : univ.filter (fun e : V × V => G.Uses e.1 e.2 x y)
      = (range (G.len x y)).image (fun i => (G.node x y i, G.node x y (i + 1))) := by
    ext ⟨u, v⟩
    simp only [mem_filter, mem_univ, true_and, mem_image, mem_range, Prod.mk.injEq]
    exact Iff.rfl
  -- telescoping and Cauchy-Schwarz
  have tele := sum_range_sub' (fun i => f (G.node x y i)) (G.len x y)
  rw [G.start x y hxy, G.finish x y hxy] at tele
  rw [← Fintype.sum_prod_type'
    (f := fun u v => if G.Uses u v x y then (f u - f v) ^ 2 else 0),
    ← sum_filter, im, sum_image inj, ← tele]
  simpa using sq_sum_le_card_mul_sum_sq (s := range (G.len x y))
    (f := fun i => f (G.node x y i) - f (G.node x y (i + 1)))
```

## (d) From edge loads to a variance bound

**Task.** Suppose a reversible chain has a path system and a real number \(A\) with \(W(u,v)\le A\,p(u)P(u,v)\) whenever \(u\ne v\) and \(P(u,v)>0\). Show that, for every \(f\),
\[
\mathrm{Var}_p(f)\le A\,\mathcal E(f).
\]

Here \(p(u)P(u,v)\) is the equilibrium flow through the edge per step, so \(A\) bounds the ratio of load to flow at the worst bottleneck.

**Solution.** Multiply (c) by \(p(x)p(y)\) and sum over \(x\ne y\); pairs with \(x=y\) contribute nothing. Exchanging the sums collects the load of each edge:
\[
\sum_{x,y}p(x)p(y)(f(x)-f(y))^2\le\sum_{u,v}W(u,v)(f(u)-f(v))^2\le A\sum_{u,v}p(u)P(u,v)(f(u)-f(v))^2 .
\]
The second inequality holds edge by edge. If \(u=v\), both sides vanish. If \(P(u,v)=0\), no route uses the edge, so its load is zero. Otherwise the hypothesis applies. By (a) and (b) the outer sums are \(2\,\mathrm{Var}_p(f)\) and \(2\mathcal E(f)\).

In the code, `swap` exchanges the sums, `spread` is the first inequality and `edge` the second; `linarith` removes the factor of two.

```lean
/-- Canonical path bound: if a reversible chain has a path system whose load on every allowed
edge between distinct states is at most `A * p u * P u v`, then the variance of any `f` is at
most `A` times its Dirichlet energy. -/
theorem variance_le_energy {P : V → V → ℝ} {p : V → ℝ} (h : IsReversible P p)
    (G : PathSystem P) {A : ℝ}
    (hA : ∀ u v, u ≠ v → 0 < P u v → G.load p u v ≤ A * (p u * P u v)) (f : V → ℝ) :
    variance p f ≤ A * energy P p f := by
  have swap : ∀ F : V → V → V → V → ℝ,
      ∑ x, ∑ y, ∑ u, ∑ v, F x y u v = ∑ u, ∑ v, ∑ x, ∑ y, F x y u v := by
    intro F
    simpa only [Fintype.sum_prod_type] using sum_comm (s := (univ : Finset (V × V)))
      (t := (univ : Finset (V × V))) (f := fun a b => F a.1 a.2 b.1 b.2)
  -- distribute each pair over the edges of its path
  have spread : ∑ x, ∑ y, p x * p y * (f x - f y) ^ 2
      ≤ ∑ u, ∑ v, G.load p u v * (f u - f v) ^ 2 := by
    simp only [PathSystem.load, sum_mul]
    rw [← swap (fun x y u v => (if x ≠ y ∧ G.Uses u v x y then
      p x * p y * (G.len x y : ℝ) else 0) * (f u - f v) ^ 2)]
    refine sum_le_sum fun x _ => sum_le_sum fun y _ => ?_
    by_cases hxy : x = y
    · subst hxy
      simp
    · refine (mul_le_mul_of_nonneg_left (sq_sub_le_path G f hxy)
        (mul_nonneg (h.pos x).le (h.pos y).le)).trans_eq ?_
      simp only [mul_sum]
      refine sum_congr rfl fun u _ => sum_congr rfl fun v _ => ?_
      by_cases hu : G.Uses u v x y
      · rw [if_pos hu, if_pos ⟨hxy, hu⟩]; ring
      · rw [if_neg hu, if_neg fun k => hu k.2]; ring
  -- compare the load with the equilibrium flow, edge by edge
  have edge : ∀ u v, G.load p u v * (f u - f v) ^ 2
      ≤ A * (p u * P u v * (f u - f v) ^ 2) := by
    intro u v
    by_cases huv : u = v
    · subst huv
      simp
    by_cases hP : 0 < P u v
    · exact (mul_le_mul_of_nonneg_right (hA u v huv hP) (sq_nonneg _)).trans_eq (by ring)
    · have hl : G.load p u v = 0 := by
        refine sum_eq_zero fun x _ => sum_eq_zero fun y _ => if_neg ?_
        rintro ⟨hxy, i, hi, rfl, rfl⟩
        exact hP (G.allowed x y hxy i hi)
      rw [hl, le_antisymm (not_lt.1 hP) (h.nonneg u v)]
      simp
  have total := spread.trans (sum_le_sum fun u _ => sum_le_sum fun v _ => edge u v)
  simp only [← mul_sum] at total
  rw [variance_eq_pairs h.total, energy_eq_pairs h]
  linarith
```

For Metropolis or heat-bath sampling of a finite configuration space with a reversible update, the bound limits how strongly successive equilibrium values of an observable can be positively correlated. The lag-one autocovariance is \(\mathrm{Var}_p(f)-\mathcal E(f)\), so for \(A>0\) and non-zero variance the normalised autocorrelation is at most \(1-1/A\); this corollary is a remark added to the theorem.

The bound alone does not give convergence from a fixed start. A chain that flips deterministically between two equally likely states satisfies every hypothesis with \(A=\tfrac12\), yet alternates for ever. Infinite or continuous state spaces and non-reversible updates lie beyond the theorem. To apply it to a simulation, one must also establish that \(P\) is the transition matrix the program actually samples.

## (e) Independent sampling

**Task.** Let \(P(x,y)=p(y)\) with \(p\) a positive probability, and use the one-step routes. Show that the chain is reversible and that
\[
W(u,v)=p(u)p(v)\quad(u\ne v),\qquad \mathrm{Var}_p(f)=\mathcal E(f)\quad\text{for every }f.
\]

**Solution.** Detailed balance reads \(p(x)p(y)=p(y)p(x)\), and the rows sum to one because \(p\) does. The only route through \((u,v)\) is the one from \(u\) to \(v\), of length one, which gives the load. With \(P(x,y)=p(y)\), the right-hand sides of (a) and (b) coincide.

The load condition in (d) therefore holds with \(A=1\), and the bound is an equality. With at least two states, a non-constant \(f\) has positive variance, so no universal factor below one can be put in front of \(A\).

In the proof, `key` shows that a route using \((u,v)\) must start at \(u\) and end at \(v\), and `Fintype.sum_eq_single` reduces each sum to its one surviving term.

```lean
/-- Independent sampling from a positive probability `p`, with one-step paths, is reversible,
has load `p u * p v` on each edge between distinct states, and has variance equal to
Dirichlet energy for every `f`. -/
theorem independent_sampling_witness (p : V → ℝ) (hp : ∀ x, 0 < p x)
    (total : ∑ x, p x = 1) :
    IsReversible (fun _ y => p y) p ∧
    (∀ u v, u ≠ v → (direct p hp).load p u v = p u * p v) ∧
    ∀ f, variance p f = energy (fun _ y => p y) p f := by
  have hc : IsReversible (fun _ y => p y) p :=
    ⟨fun _ y => (hp y).le, fun _ => total, hp, total, fun x y => mul_comm (p x) (p y)⟩
  refine ⟨hc, fun u v huv => ?_, fun f =>
    (variance_eq_pairs total f).trans (energy_eq_pairs hc f).symm⟩
  -- the only path through an edge is the edge itself
  have key : ∀ x y, (direct p hp).Uses u v x y → x = u ∧ y = v := by
    rintro x y ⟨i, hi, h1, h2⟩
    have hi' : i < 1 := hi
    have i0 : i = 0 := by omega
    subst i0
    exact ⟨h1, h2⟩
  have self : (direct p hp).Uses u v u v := ⟨0, Nat.one_pos, rfl, rfl⟩
  unfold PathSystem.load
  refine (Fintype.sum_eq_single u ?_).trans ((Fintype.sum_eq_single v ?_).trans ?_)
  · intro x hx
    exact sum_eq_zero fun y _ => if_neg fun k => hx (key x y k.2).1
  · intro y hy
    exact if_neg fun k => hy (key u y k.2).2
  · rw [if_pos ⟨huv, self⟩]
    simp [direct]

end

end CanonicalPaths
```

```lean
#print axioms CanonicalPaths.variance_le_energy
```

```
'CanonicalPaths.variance_le_energy' depends on axioms: [propext, Classical.choice, Quot.sound]
```

## A particle hopping on three sites

Put a particle on sites 1, 2, 3 in a row, with \(p=\tfrac13\) on each. It attempts a step left or right with probability \(\tfrac12\) each and stays put if the step would leave the row. Every allowed edge between distinct sites has flow \(\tfrac13\cdot\tfrac12=\tfrac16\).

Let the routes run along the row. Edge \((1,2)\) is used from 1 to 2, with length 1, and from 1 to 3, with length 2. Its load is \(\tfrac19(1+2)=\tfrac13\), and the other three edges have the same load. Hence \(A=\tfrac13\big/\tfrac16=2\).

- For \(f=(-1,0,1)\), the variance is \(\tfrac23\) and the Dirichlet energy is \(\tfrac12\cdot4\cdot\tfrac16=\tfrac13\). The bound is \(\tfrac23\), an equality.
- For \(f=(1,-2,1)\), the variance is 2 and the Dirichlet energy is \(\tfrac12\cdot4\cdot\tfrac16\cdot9=3\). The bound is 6, which is far from tight.
